# The commutator of projectors on two unit vectors with overlap $s$ has squared Frobenius norm $2|s|^2(1-|s|^2)$

Let two atoms each carry one normalised projector function, $a$ on the first and $b$ on the second, with overlap $s=\langle a,b\rangle$. Write $A=|a\rangle\langle a|$ and $B=|b\rangle\langle b|$ for the operators that project on them. In a finite orthonormal basis,

$$\sum_{i,j}\bigl|(AB-BA)_{ij}\bigr|^2 = 2|s|^2\,(1-|s|^2).$$

So $A$ and $B$ commute exactly when $s=0$ or $|s|=1$. The sum is at most $1/2$, and it equals $1/2$ exactly when $|s|^2=1/2$. For real vectors the same formula holds with $A=aa^{T}$, $B=bb^{T}$ and $s^2$ in place of $|s|^2$. The italic symbol $s$ always means the overlap; in the phrase "s channel" the letter is the angular momentum label.

## Applying two atomic projectors one after the other

An effective core potential acts differently on different angular momenta around each nucleus, so it contains projectors centred on different atoms. In the separable form of such a potential, each projector is built from individual functions on its atom. When the functions of neighbouring atoms overlap, the result of applying these projectors in sequence can depend on the order of the atoms.

This happens in real-time propagation with a separable potential. Take one function per atom, with the nonlocal part $\alpha A+\beta B$, where the real energies $\alpha$ and $\beta$ are the strengths of the two terms. A split-operator step of length $\Delta t$ applies one exponential per atom. In units with $\hbar=1$, since $A^2=A$,

$$e^{-i\alpha\Delta t A}=1+cA,\qquad c=e^{-i\alpha\Delta t}-1,$$

and likewise $e^{-i\beta\Delta t B}=1+dB$ with $d=e^{-i\beta\Delta t}-1$. To apply the first factor to an orbital $\psi$, the code computes the inner product $\langle a,\psi\rangle$ and adds $c\,\langle a,\psi\rangle\,a$ to $\psi$. It then does the same with $b$ and $d$ on the updated orbital. The two possible orders differ by

$$(1+cA)(1+dB)-(1+dB)(1+cA)=cd\,(AB-BA),$$

whose Frobenius norm is $|c|\,|d|\,\sqrt{2|s|^2(1-|s|^2)}$.

For example, $|s|=0.1$ gives a sum of squares of $0.0198$ and a norm of about $0.141$ for the commutator. With $\alpha=\beta=1$ hartree and $\Delta t=0.05$ atomic units, $|c|=|d|\approx 0.0500$, and the two orders differ by an operator of Frobenius norm about $3.5\times10^{-4}$.

Codes often store an unnormalised function $\chi$. In that case $a=\chi/\lVert\chi\rVert$, the factor $\lVert\chi\rVert^2$ goes into the strength $\alpha$, and $s$ is the overlap of the normalised functions. On a uniform real-space grid with volume element $\Delta V$, the components of $a$ are the function values times $\sqrt{\Delta V}$.

## From outer products to the trace

Outer products multiply by contracting the inner pair of vectors:

$$|a\rangle\langle b|\,|c\rangle\langle d|=\langle b,c\rangle\,|a\rangle\langle d|.$$

In this rule $c$ and $d$ are arbitrary vectors, not the propagation factors above. Applying it twice, with $\langle b,a\rangle=\overline{\langle a,b\rangle}$, gives

$$ABA=\langle a,b\rangle\langle b,a\rangle A=|s|^2A,\qquad BAB=|s|^2B.$$

Normalisation gives $A^2=A$ and $B^2=B$. Both operators are Hermitian.

For any square matrix $M$, the diagonal entries of $MM^\dagger$ are $(MM^\dagger)_{ii}=\sum_j M_{ij}\overline{M_{ij}}$, so

$$\sum_{i,j}|M_{ij}|^2=\operatorname{tr}(MM^\dagger).$$

Take $M=AB-BA$. Then $M^\dagger=BA-AB$, and

$$\begin{aligned}
MM^\dagger&=AB^2A-ABAB-BABA+BA^2B\\
&=ABA-ABAB-BABA+BAB\\
&=|s|^2A-|s|^2AB-|s|^2BA+|s|^2B.
\end{aligned}$$

The traces are $\operatorname{tr}A=\langle a,a\rangle=1$, $\operatorname{tr}B=1$ and $\operatorname{tr}(AB)=\operatorname{tr}(BA)=\langle a,b\rangle\langle b,a\rangle=|s|^2$. Hence

$$\operatorname{tr}(MM^\dagger)=2|s|^2-2|s|^4=2|s|^2(1-|s|^2).$$

A sum of squared moduli vanishes only if every entry vanishes. The projectors therefore commute exactly when $|s|^2(1-|s|^2)=0$, that is, when $s=0$ or $|s|=1$.

For the bound, put $x=|s|^2$ and complete the square:

$$\tfrac12-2x(1-x)=2\left(x-\tfrac12\right)^2\ge 0.$$

Equality holds exactly when $x=1/2$. In one dimension any two unit vectors have $|s|=1$, so the commutator is zero and the value $1/2$ does not occur.

For real vectors complex conjugation does nothing, every entry of the commutator is real, and the squared moduli are ordinary squares.

## The identity and its consequences in Lean 4

```lean
import Mathlib

open Matrix

namespace SemilocalProjectors

variable {n : Type*} [Fintype n]

/-- The overlap `⟨a,b⟩` of two projector functions, given by their coefficients in an
orthonormal basis. -/
def overlap (a b : n → ℂ) : ℂ := star a ⬝ᵥ b

/-- The outer product `|a⟩⟨b|`. -/
def ketbra (a b : n → ℂ) : Matrix n n ℂ := Matrix.vecMulVec a (star b)

/-- The operator `|a⟩⟨a|`, which is the projector on `a` when `a` is a unit vector. -/
def projector (a : n → ℂ) : Matrix n n ℂ := ketbra a a

/-- The sum of the squared moduli of all entries of a matrix. -/
noncomputable def frobSq (M : Matrix n n ℂ) : ℝ := ∑ i, ∑ j, ‖M i j‖ ^ 2

/-- Outer products multiply by contracting the inner pair: `|a⟩⟨b| |c⟩⟨d| = ⟨b,c⟩ |a⟩⟨d|`. -/
theorem ketbra_mul (a b c d : n → ℂ) :
    ketbra a b * ketbra c d = overlap b c • ketbra a d := by
  ext i j
  simp only [ketbra, overlap, Matrix.mul_apply, Matrix.smul_apply, Matrix.vecMulVec_apply,
    dotProduct, Pi.star_apply, smul_eq_mul, Finset.sum_mul]
  exact Finset.sum_congr rfl fun k _ => by ring

/-- The product of the two mutual overlaps is the squared modulus: `⟨a,b⟩⟨b,a⟩ = |⟨a,b⟩|²`. -/
theorem overlap_mul_swap (a b : n → ℂ) :
    overlap a b * overlap b a = ((‖overlap a b‖ ^ 2 : ℝ) : ℂ) := by
  have h : overlap b a = star (overlap a b) := by
    simp only [overlap, dotProduct, star_sum, star_mul, Pi.star_apply, star_star]
  rw [h, Complex.sq_norm]
  exact Complex.mul_conj _

/-- For any two vectors, multiplying `|b⟩⟨b|` by `|a⟩⟨a|` on both sides gives a multiple of
`|a⟩⟨a|`: `|a⟩⟨a| |b⟩⟨b| |a⟩⟨a| = |⟨a,b⟩|² |a⟩⟨a|`. -/
theorem projector_sandwich (a b : n → ℂ) :
    projector a * projector b * projector a
      = ((‖overlap a b‖ ^ 2 : ℝ) : ℂ) • projector a := by
  unfold projector
  rw [ketbra_mul, Matrix.smul_mul, ketbra_mul, smul_smul, overlap_mul_swap]

omit [Fintype n] in
/-- The operator `|a⟩⟨a|` is Hermitian. -/
theorem projector_conjTranspose (a : n → ℂ) : (projector a)ᴴ = projector a := by
  ext i j
  simp only [projector, ketbra, Matrix.conjTranspose_apply, Matrix.vecMulVec_apply,
    Pi.star_apply, star_mul, star_star]

/-- The sum of squared moduli of the entries of `M` is the trace of `M M†`. -/
theorem frobSq_eq_trace (M : Matrix n n ℂ) :
    ((frobSq M : ℝ) : ℂ) = Matrix.trace (M * Mᴴ) := by
  simp only [frobSq, Matrix.trace, Matrix.diag_apply, Matrix.mul_apply,
    Matrix.conjTranspose_apply, Complex.ofReal_sum]
  refine Finset.sum_congr rfl fun i _ => Finset.sum_congr rfl fun j _ => ?_
  rw [Complex.sq_norm]
  exact (Complex.mul_conj _).symm

/-- For unit vectors `a` and `b` with overlap `s`, the squared moduli of the entries of the
commutator of their projectors sum to `2|s|²(1 - |s|²)`. -/
theorem frobSq_commutator {a b : n → ℂ} (ha : overlap a a = 1) (hb : overlap b b = 1) :
    frobSq (projector a * projector b - projector b * projector a)
      = 2 * ‖overlap a b‖ ^ 2 * (1 - ‖overlap a b‖ ^ 2) := by
  have htr : ∀ u v : n → ℂ, Matrix.trace (ketbra u v) = overlap v u := by
    intro u v
    simp only [Matrix.trace, Matrix.diag_apply, ketbra, Matrix.vecMulVec_apply, overlap,
      dotProduct]
    exact Finset.sum_congr rfl fun i _ => mul_comm _ _
  have hidem : ∀ u : n → ℂ, overlap u u = 1 → projector u * projector u = projector u := by
    intro u hu
    unfold projector
    rw [ketbra_mul, hu, one_smul]
  have hs : ‖overlap b a‖ ^ 2 = ‖overlap a b‖ ^ 2 := Complex.ofReal_injective (by
    rw [← overlap_mul_swap b a, ← overlap_mul_swap a b, mul_comm])
  have hA : Matrix.trace (projector a) = 1 := (htr a a).trans ha
  have hB : Matrix.trace (projector b) = 1 := (htr b b).trans hb
  have hAB : Matrix.trace (projector a * projector b) = ((‖overlap a b‖ ^ 2 : ℝ) : ℂ) := by
    unfold projector
    rw [ketbra_mul, Matrix.trace_smul, htr, smul_eq_mul, overlap_mul_swap]
  have hBA : Matrix.trace (projector b * projector a) = ((‖overlap a b‖ ^ 2 : ℝ) : ℂ) := by
    rw [Matrix.trace_mul_comm, hAB]
  -- expand the commutator times its adjoint into alternating products
  have hC : (projector a * projector b - projector b * projector a)
        * (projector b * projector a - projector a * projector b)
      = projector a * (projector b * projector b) * projector a
        - projector a * projector b * projector a * projector b
        - projector b * projector a * projector b * projector a
        + projector b * (projector a * projector a) * projector b := by
    simp only [mul_sub, sub_mul, mul_assoc]
    abel
  apply Complex.ofReal_injective
  rw [frobSq_eq_trace, Matrix.conjTranspose_sub, Matrix.conjTranspose_mul,
    Matrix.conjTranspose_mul, projector_conjTranspose, projector_conjTranspose, hC,
    hidem a ha, hidem b hb, projector_sandwich a b, projector_sandwich b a, hs]
  -- take the trace term by term
  simp only [Matrix.trace_add, Matrix.trace_sub, Matrix.smul_mul, Matrix.trace_smul,
    hA, hB, hAB, hBA, smul_eq_mul]
  push_cast
  ring

/-- The sum of squared moduli of the entries vanishes only for the zero matrix. -/
theorem frobSq_eq_zero (M : Matrix n n ℂ) : frobSq M = 0 ↔ M = 0 := by
  constructor
  · intro h
    unfold frobSq at h
    ext i j
    have h1 := (Finset.sum_eq_zero_iff_of_nonneg (fun i _ =>
      Finset.sum_nonneg fun j _ => sq_nonneg ‖M i j‖)).1 h i (Finset.mem_univ i)
    have h2 := (Finset.sum_eq_zero_iff_of_nonneg (fun j _ =>
      sq_nonneg ‖M i j‖)).1 h1 j (Finset.mem_univ j)
    simpa using h2
  · rintro rfl
    simp [frobSq]

/-- The projectors on two unit vectors commute exactly when the vectors are orthogonal or
their overlap has modulus one. -/
theorem projectors_commute_iff {a b : n → ℂ} (ha : overlap a a = 1) (hb : overlap b b = 1) :
    projector a * projector b = projector b * projector a
      ↔ overlap a b = 0 ∨ ‖overlap a b‖ = 1 := by
  rw [← sub_eq_zero, ← frobSq_eq_zero, frobSq_commutator ha hb]
  constructor
  · intro h
    rcases mul_eq_zero.1 h with h | h
    · exact Or.inl (norm_eq_zero.1 ((pow_eq_zero_iff two_ne_zero).1 (by linarith)))
    · exact Or.inr
        ((pow_eq_one_iff_of_nonneg (norm_nonneg _) two_ne_zero).1 (by linarith))
  · rintro (h | h) <;> simp [h]

/-- For unit vectors the squared moduli of the commutator's entries sum to at most `1/2`, and
the value `1/2` is taken exactly when the squared modulus of the overlap is `1/2`. -/
theorem frobSq_commutator_le {a b : n → ℂ} (ha : overlap a a = 1) (hb : overlap b b = 1) :
    frobSq (projector a * projector b - projector b * projector a) ≤ 1 / 2 ∧
      (frobSq (projector a * projector b - projector b * projector a) = 1 / 2
        ↔ ‖overlap a b‖ ^ 2 = 1 / 2) := by
  rw [frobSq_commutator ha hb]
  refine ⟨by nlinarith [sq_nonneg (‖overlap a b‖ ^ 2 - 1 / 2)], fun h => ?_, fun h => ?_⟩
  · have h0 : (‖overlap a b‖ ^ 2 - 1 / 2) ^ 2 = 0 := by linear_combination (-1 / 2) * h
    have h1 := (pow_eq_zero_iff two_ne_zero).1 h0
    linarith
  · rw [h]
    norm_num

/-- For real unit vectors `a` and `b` with overlap `s`, the squared entries of the commutator
of `a aᵀ` and `b bᵀ` sum to `2s²(1 - s²)`. -/
theorem real_commutator_sum_sq {a b : n → ℝ} (ha : a ⬝ᵥ a = 1) (hb : b ⬝ᵥ b = 1) :
    ∑ i, ∑ j, ((Matrix.vecMulVec a a * Matrix.vecMulVec b b
        - Matrix.vecMulVec b b * Matrix.vecMulVec a a) i j) ^ 2
      = 2 * (a ⬝ᵥ b) ^ 2 * (1 - (a ⬝ᵥ b) ^ 2) := by
  -- regard the real vectors as complex ones
  have hov : ∀ u v : n → ℝ,
      overlap (fun i => (u i : ℂ)) (fun i => (v i : ℂ)) = ((u ⬝ᵥ v : ℝ) : ℂ) := by
    intro u v
    simp only [overlap, dotProduct, Pi.star_apply, Complex.star_def, Complex.conj_ofReal,
      Complex.ofReal_sum, Complex.ofReal_mul]
  have hentry : ∀ i j, (projector (fun i => (a i : ℂ)) * projector (fun i => (b i : ℂ))
        - projector (fun i => (b i : ℂ)) * projector (fun i => (a i : ℂ))) i j
      = (((Matrix.vecMulVec a a * Matrix.vecMulVec b b
        - Matrix.vecMulVec b b * Matrix.vecMulVec a a) i j : ℝ) : ℂ) := by
    intro i j
    simp only [projector, ketbra, Matrix.sub_apply, Matrix.mul_apply, Matrix.vecMulVec_apply,
      Pi.star_apply, Complex.star_def, Complex.conj_ofReal, Complex.ofReal_sub,
      Complex.ofReal_sum, Complex.ofReal_mul]
  have h := frobSq_commutator (a := fun i => (a i : ℂ)) (b := fun i => (b i : ℂ))
    (by rw [hov, ha, Complex.ofReal_one]) (by rw [hov, hb, Complex.ofReal_one])
  simp only [frobSq, hentry, hov, Complex.norm_real, Real.norm_eq_abs, sq_abs] at h
  exact h

end SemilocalProjectors
```

```lean
#print axioms SemilocalProjectors.projectors_commute_iff
-- 'SemilocalProjectors.projectors_commute_iff' depends on axioms: [propext, Classical.choice, Quot.sound]
#print axioms SemilocalProjectors.frobSq_commutator_le
-- 'SemilocalProjectors.frobSq_commutator_le' depends on axioms: [propext, Classical.choice, Quot.sound]
#print axioms SemilocalProjectors.real_commutator_sum_sq
-- 'SemilocalProjectors.real_commutator_sum_sq' depends on axioms: [propext, Classical.choice, Quot.sound]
```

## Vectors, overlaps and matrix size in the code

The finite type `n` labels the orthonormal basis functions, and a projector function is its list of coefficients, `n → ℂ`. The definition `overlap a b` is $\sum_i\overline{a_i}b_i$, conjugate-linear in the first argument as in Dirac notation. The definition `ketbra a b` is the matrix with entries $a_i\overline{b_j}$.

The name `projector a` is given to $|a\rangle\langle a|$ for every vector, although this matrix is a projection only if $a$ has norm one or is zero. The theorems on the commutator therefore assume `overlap a a = 1` and `overlap b b = 1`. Physically, these conditions separate the shape of each function from the strength of its term in the potential. The quantity `frobSq M` is the square of the Frobenius norm, not the norm itself.

Four theorems carry the results:

- `frobSq_commutator` is the identity for complex unit vectors.
- `projectors_commute_iff` says that the two matrix products agree if and only if the overlap is zero or has modulus one.
- `frobSq_commutator_le` combines the upper bound $1/2$ with the condition for equality.
- `real_commutator_sum_sq` is the identity for real unit vectors, written with the real dot product and with ordinary squares of the entries.

The commutation criterion is stated for complex vectors, which include real ones as a special case.

## How Lean carries out the trace computation

The contraction rule is `ketbra_mul`, proved by comparing entries, moving the outside factor into the sum and matching the sums term by term. The lemma `overlap_mul_swap` turns $\langle a,b\rangle\langle b,a\rangle$ into $|s|^2$, and `projector_sandwich` uses both to obtain $ABA=|s|^2A$. Hermiticity is `projector_conjTranspose`, and the trace formula for the sum of squares is `frobSq_eq_trace`.

Inside `frobSq_commutator`, the local statement `htr` gives the trace of an outer product, `hidem` gives $A^2=A$ for a unit vector, and `hAB` and `hBA` give the traces of the two products. The statement `hs` records that $|\langle b,a\rangle|^2=|\langle a,b\rangle|^2$. The four-term expansion of $MM^\dagger$ is `hC`, obtained by distributing the products and collecting terms with `abel`.

The sum of squares is a real number, while the trace is complex. The step `apply Complex.ofReal_injective` moves the real equation into the complex numbers, where the rewrites follow the displayed calculation. The trace is then taken term by term, and `ring` finishes the algebra.

For the commutation criterion, `frobSq_eq_zero` shows that a vanishing sum of squares means a zero matrix. The proof of `projectors_commute_iff` rewrites equality of the two products as a zero commutator, inserts the identity and splits the vanishing product into its factors. In `frobSq_commutator_le`, `nlinarith` is given the square $(|s|^2-1/2)^2\ge0$, and `linear_combination` shows that this square is zero in the case of equality.

The real theorem regards $a$ and $b$ as complex vectors. Its local statements `hov` and `hentry` show that the overlaps and the entries of the commutator are the real ones, after which the complex identity applies.

## One function per atom and the full semilocal operator

The theorems hold for any two unit vectors in any finite dimension, whatever their physical origin. A finite basis is no restriction for two given functions, because an orthonormal basis of their span represents both without loss. If a code truncates the functions to a smaller basis, $a$ and $b$ are the truncated vectors after renormalisation, and $s$ is their overlap.

The step from this model to a semilocal potential is the replacement of one function by a whole angular momentum channel. A semilocal s channel projects on the spherically symmetric part of the wave function at every distance from the nucleus, and it multiplies the result by a radial potential. It thus keeps a full radial function instead of a single coefficient, and one overlap $s$ does not describe how two such channels on different atoms commute. The identity applies directly to a separable potential with one projector function per atom. Despite the namespace name `SemilocalProjectors`, the matrices in the Lean code are of this rank-one kind. With several functions per atom, it applies to each pair of rank-one terms, but the commutator of the full sums also contains cross terms between different pairs in its squared norm.

The Lean results concern the matrices $A$ and $B$ alone; the propagation formulas and the numerical example are ordinary algebra built on them. They say nothing about the kinetic energy or the local potential, which add their own commutators to the splitting error of a complete time step, nor about rounding in floating-point arithmetic.
